# The residual rotation of the decoupling supercycle RRSS in closed form

An inversion element that misses 180° can do damage when it is simply repeated. Describe its rotation by a unit quaternion

R = a + b i + d j + c k,

where a is the cosine of half the rotation angle, so that a = 0 is a perfect half turn, and c is the z component of the unit rotation axis times the sine of half the angle. Measure the residual of a cycle by |sin(α/2)|, with α its net rotation angle. Two repetitions leave a residual of 2|a|√(1 − a²), first order in a, and for small a the next repetitions add to it. If the second pair of a four-step cycle is made of the phase-inverted element S instead, the residual becomes 4|ac|√(1 − 4a²c²), which vanishes when a or c does. For one isolated spin 1/2 under ideal, relaxation-free rotations, this gives a simulation of the cycle an exact value to test against.

```lean
import Mathlib

open Quaternion

namespace DecouplingSupercycle

noncomputable section
```

## Rotations, phase inversion and the cycle

Magnetization is a pure quaternion v, one with zero real part. A unit quaternion q turns it into

q v q*

and q and −q give the same rotation.

```lean
/-- The product `q v q*`. For a unit quaternion `q` and a pure quaternion `v`, this is the vector
`v` rotated by `q`. -/
def rotate (q v : ℍ[ℝ]) : ℍ[ℝ] := q * v * star q
```

Shifting every radiofrequency phase by 180° reverses the transverse components and keeps the z component, which for a single pulse comes from the resonance offset:

S = a − b i − d j + c k.

As a quaternion, S is the inverse of R only if c = 0. Using the conjugate of R in its place would also reverse c, and RRSS would then equal 1 for every unit R, hiding the error to be measured.

```lean
/-- The phase-inverted partner of `R`: both transverse components change sign, while the
real part and the z component stay. -/
def phaseInvert (R : ℍ[ℝ]) : ℍ[ℝ] := ⟨R.re, -R.imI, -R.imJ, R.imK⟩
```

The supercycle is the literal product RRSS. Under the action above, the rightmost factor acts first. The opposite time order exchanges R and S, which share a and c, so the residual has the same size.

```lean
/-- The four-step supercycle `R R S S`, with `S` the phase-inverted partner of `R`. -/
def supercycle (R : ℍ[ℝ]) : ℍ[ℝ] := R * R * phaseInvert R * phaseInvert R
```

For a single pulse, θ is the actual rotation angle about the effective field, and φ is the tilt of that field out of the transverse plane:

a = cos(θ/2), b = sin(θ/2) cos φ, d = 0, c = sin(θ/2) sin φ.

```lean
/-- A pulse of flip angle `θ` about an axis in the xz plane, tilted by `φ` from x towards z. -/
def pulse (θ φ : ℝ) : ℍ[ℝ] :=
  ⟨Real.cos (θ / 2), Real.sin (θ / 2) * Real.cos φ, 0, Real.sin (θ / 2) * Real.sin φ⟩
```

In Lean, `R.re`, `R.imI`, `R.imJ` and `R.imK` are a, b, d and c. The hypothesis `‖R‖ = 1` says that the element is a pure rotation, as it is for a spin 1/2 without relaxation.

## Norms and the half turn about z

The hypothesis is used in components:

‖R‖² = a² + b² + d² + c² = 1.

```lean
/-- The squared norm of a quaternion is the sum of its squared components. -/
theorem norm_sq_components (q : ℍ[ℝ]) :
    ‖q‖ ^ 2 = q.re ^ 2 + q.imI ^ 2 + q.imJ ^ 2 + q.imK ^ 2 := by
  rw [sq, ← Quaternion.normSq_eq_norm_mul_self, Quaternion.normSq_def']
```

The imaginary part `q.im` has zero real component, so the same formula loses its first term. For a unit q, the norm of `q.im` is |sin(α/2)|, with α the net rotation angle.

```lean
/-- The squared norm of the imaginary part is the sum of the squared imaginary components. -/
theorem norm_im_sq (q : ℍ[ℝ]) :
    ‖q.im‖ ^ 2 = q.imI ^ 2 + q.imJ ^ 2 + q.imK ^ 2 := by
  rw [norm_sq_components]
  show (0 : ℝ) ^ 2 + q.imI ^ 2 + q.imJ ^ 2 + q.imK ^ 2 = _
  ring
```

Phase inversion is a half turn about z, since k i k* = −i, k j k* = −j and k k k* = k. The proof compares the four components.

```lean
/-- Phase inversion is conjugation by the unit quaternion `k`. -/
theorem phaseInvert_eq_rotate (R : ℍ[ℝ]) :
    phaseInvert R = rotate ⟨0, 0, 0, 1⟩ R := by
  have key : ∀ k : ℍ[ℝ], k.re = 0 → k.imI = 0 → k.imJ = 0 → k.imK = 1 →
      phaseInvert R = rotate k R := by
    intro k h0 h1 h2 h3
    ext <;> simp [rotate, phaseInvert, h0, h1, h2, h3]
  exact key _ rfl rfl rfl rfl
```

## Multiplying out RRSS

Let u = b i + d j + c k and w = −b i − d j + c k be the imaginary parts of R and S, and put m = 2a² − 1. As u² = −(1 − a²), and likewise for w,

RR = m + 2a u, SS = m + 2a w.

The product of two pure quaternions is u w = −u·w + u×w, so

RRSS = m² + 2am(u + w) + 4a²(−u·w + u×w).

The unit norm gives u·w = c² − b² − d² = 2c² + a² − 1. Also u + w = 2c k and u×w = 2cd i − 2bc j. Hence

real part: m² − 4a²(2c² + a² − 1) = 1 − 8a²c²
i: 8a²cd
j: −8a²bc
k: 4ac(2a² − 1).

Lean expands the product directly. The i and j components are polynomial identities closed by `ring`; in the other two, `linear_combination` supplies the multiple of the unit-norm relation `hu` that is needed.

```lean
/-- The closed form of the supercycle of a unit quaternion, component by component. -/
theorem supercycle_eq (R : ℍ[ℝ]) (h : ‖R‖ = 1) :
    supercycle R = ⟨1 - 8 * R.re ^ 2 * R.imK ^ 2, 8 * R.re ^ 2 * R.imK * R.imJ,
      -8 * R.re ^ 2 * R.imK * R.imI, 4 * R.re * R.imK * (2 * R.re ^ 2 - 1)⟩ := by
  have hu := norm_sq_components R
  rw [h] at hu
  have p0 : (phaseInvert R).re = R.re := rfl
  have p1 : (phaseInvert R).imI = -R.imI := rfl
  have p2 : (phaseInvert R).imJ = -R.imJ := rfl
  have p3 : (phaseInvert R).imK = R.imK := rfl
  -- the unit-norm relation removes the transverse components from the real part
  ext <;> simp only [supercycle, Quaternion.re_mul, Quaternion.imI_mul,
    Quaternion.imJ_mul, Quaternion.imK_mul, p0, p1, p2, p3]
  · linear_combination
      -(R.re ^ 2 + R.imI ^ 2 + R.imJ ^ 2 + R.imK ^ 2 + 1) * hu
  · ring
  · ring
  · linear_combination 4 * R.re * R.imK * hu
```

## The size of the residual

Summing the squares of the imaginary components and using b² + d² = 1 − a² − c² gives

64a⁴c²(b² + d²) + 16a²c²(2a² − 1)² = 16a²c²(1 − 4a²c²).

The root is 4|ac|√(1 − 4a²c²). The radicand is never negative, because 2|ac| ≤ a² + c² ≤ 1. In the proof, `hs` is the squared identity, `habs` replaces |ac|² by (ac)², and the last lines take the root.

```lean
/-- For a unit quaternion `R` with real part `a` and z component `c`, the supercycle has real
part `1 - 8a²c²` and an imaginary part of norm `4|ac|√(1 - 4a²c²)`. -/
theorem supercycle_residual (R : ℍ[ℝ]) (h : ‖R‖ = 1) :
    (supercycle R).re = 1 - 8 * R.re ^ 2 * R.imK ^ 2 ∧
    ‖(supercycle R).im‖ =
      4 * |R.re * R.imK| * √(1 - 4 * R.re ^ 2 * R.imK ^ 2) := by
  refine ⟨by rw [supercycle_eq R h], ?_⟩
  have hu := norm_sq_components R
  rw [h] at hu
  have habs := sq_abs (R.re * R.imK)
  have hs : ‖(supercycle R).im‖ ^ 2 =
      (4 * |R.re * R.imK|) ^ 2 * (1 - 4 * R.re ^ 2 * R.imK ^ 2) := by
    rw [norm_im_sq, supercycle_eq R h]
    dsimp only
    linear_combination -64 * R.re ^ 4 * R.imK ^ 2 * hu
      - 16 * (1 - 4 * R.re ^ 2 * R.imK ^ 2) * habs
  rw [← Real.sqrt_sq (norm_nonneg (supercycle R).im), hs,
    Real.sqrt_mul (sq_nonneg _), Real.sqrt_sq (by positivity)]
```

Take a = c = 0.1 and b = d = 0.7, whose squares add to 1. The real part is 1 − 0.0008 = 0.9992, and the imaginary components are 0.0056, −0.0056 and −0.0392. Their norm is 0.039992, in agreement with 0.04 √0.9996, and the net rotation is about 4.6°.

For the plain cycle, RR = m + 2a u with ‖u‖ = √(1 − a²), so its residual does not depend on the axis. In the same example it is 0.199, a net rotation of about 23° after only two elements.

```lean
/-- For a unit quaternion `R` with real part `a`, the plain two-step cycle `R R` has an
imaginary part of norm `2|a|√(1 - a²)`. -/
theorem plain_cycle_residual (R : ℍ[ℝ]) (h : ‖R‖ = 1) :
    ‖(R * R).im‖ = 2 * |R.re| * √(1 - R.re ^ 2) := by
  have hu := norm_sq_components R
  rw [h] at hu
  have habs := sq_abs R.re
  have hs : ‖(R * R).im‖ ^ 2 = (2 * |R.re|) ^ 2 * (1 - R.re ^ 2) := by
    rw [norm_im_sq]
    simp only [Quaternion.imI_mul, Quaternion.imJ_mul, Quaternion.imK_mul]
    linear_combination -4 * R.re ^ 2 * hu - 4 * (1 - R.re ^ 2) * habs
  rw [← Real.sqrt_sq (norm_nonneg (R * R).im), hs,
    Real.sqrt_mul (sq_nonneg _), Real.sqrt_sq (by positivity)]
```

## When the supercycle does nothing

Let q = s + x i + y j + z k be a unit quaternion that fixes every vector. Fixing the x axis requires

s² + x² − y² − z² = 1,

which with the unit norm forces y = z = 0. The y axis similarly forces x = 0. Conversely, if x = y = z = 0, then s² = 1 and q v q* = v. Lean tests the same two axes, called `e` and `f`, and `nlinarith` extracts the vanishing squares.

```lean
/-- A unit quaternion leaves every vector fixed exactly when its imaginary components vanish. -/
theorem rotate_trivial_iff (q : ℍ[ℝ]) (h : ‖q‖ = 1) :
    (∀ v : ℍ[ℝ], v.re = 0 → rotate q v = v) ↔ q.imI = 0 ∧ q.imJ = 0 ∧ q.imK = 0 := by
  have hu := norm_sq_components q
  rw [h] at hu
  constructor
  · intro H
    -- test the rotation on the x and y axes
    obtain ⟨e, e0, e1, e2, e3⟩ : ∃ e : ℍ[ℝ], e.re = 0 ∧ e.imI = 1 ∧ e.imJ = 0 ∧ e.imK = 0 :=
      ⟨⟨0, 1, 0, 0⟩, rfl, rfl, rfl, rfl⟩
    obtain ⟨f, f0, f1, f2, f3⟩ : ∃ f : ℍ[ℝ], f.re = 0 ∧ f.imI = 0 ∧ f.imJ = 1 ∧ f.imK = 0 :=
      ⟨⟨0, 0, 1, 0⟩, rfl, rfl, rfl, rfl⟩
    have hx := congrArg QuaternionAlgebra.imI (H e e0)
    have hy := congrArg QuaternionAlgebra.imJ (H f f0)
    simp only [rotate, Quaternion.re_mul, Quaternion.imI_mul, Quaternion.imJ_mul,
      Quaternion.imK_mul, Quaternion.re_star, Quaternion.imI_star, Quaternion.imJ_star,
      Quaternion.imK_star, e0, e1, e2, e3, f0, f1, f2, f3] at hx hy
    refine ⟨(pow_eq_zero_iff two_ne_zero).1 ?_, (pow_eq_zero_iff two_ne_zero).1 ?_,
      (pow_eq_zero_iff two_ne_zero).1 ?_⟩ <;>
    nlinarith [sq_nonneg q.imI, sq_nonneg q.imJ, sq_nonneg q.imK]
  · rintro ⟨hx, hy, hz⟩ v _
    rw [hx, hy, hz] at hu
    ext <;> simp only [rotate, Quaternion.re_mul, Quaternion.imI_mul, Quaternion.imJ_mul,
      Quaternion.imK_mul, Quaternion.re_star, Quaternion.imI_star, Quaternion.imJ_star,
      Quaternion.imK_star, hx, hy, hz]
    · linear_combination -v.re * hu
    · linear_combination -v.imI * hu
    · linear_combination -v.imJ * hu
    · linear_combination -v.imK * hu
```

Apply this to RRSS, which has norm 1 because R and S do. If a and c are both nonzero, the i and j components force d = b = 0, and the k component forces 2a² = 1. The unit norm then gives c² = a² = 1/2. So the supercycle is trivial exactly when

a = 0, or c = 0, or b = d = 0 and a² = c².

In the third case R is a quarter turn about z, four of which make a full turn, and RRSS = −1. Demanding RRSS = 1 would miss it. A trivial cycle therefore does not show that R inverts: R = 1, no rotation at all, also passes through c = 0.

```lean
/-- The supercycle of a unit quaternion leaves every vector fixed exactly when the real part
of `R` vanishes, or its z component vanishes, or its transverse components vanish and the
other two have equal squares. -/
theorem supercycle_trivial_iff (R : ℍ[ℝ]) (h : ‖R‖ = 1) :
    (∀ v : ℍ[ℝ], v.re = 0 → rotate (supercycle R) v = v) ↔
      R.re = 0 ∨ R.imK = 0 ∨ (R.imI = 0 ∧ R.imJ = 0 ∧ R.re ^ 2 = R.imK ^ 2) := by
  have hu := norm_sq_components R
  rw [h] at hu
  have hS : ‖phaseInvert R‖ = 1 := by
    refine (sq_eq_sq₀ (norm_nonneg _) zero_le_one).1 ?_
    rw [norm_sq_components]
    simp only [phaseInvert]
    linear_combination -hu
  have hn : ‖supercycle R‖ = 1 := by
    simp only [supercycle, norm_mul, h, hS, mul_one]
  rw [rotate_trivial_iff _ hn, supercycle_eq R h]
  dsimp only
  constructor
  · rintro ⟨hi, hj, hk⟩
    by_cases ha : R.re = 0
    · exact Or.inl ha
    by_cases hc : R.imK = 0
    · exact Or.inr (Or.inl hc)
    -- with both errors present the transverse components must vanish
    have hd := (mul_eq_zero.1 hi).resolve_left
      (mul_ne_zero (mul_ne_zero (by norm_num) (pow_ne_zero 2 ha)) hc)
    have hb := (mul_eq_zero.1 hj).resolve_left
      (mul_ne_zero (mul_ne_zero (by norm_num) (pow_ne_zero 2 ha)) hc)
    have h2 := (mul_eq_zero.1 hk).resolve_left
      (mul_ne_zero (mul_ne_zero (by norm_num) ha) hc)
    rw [hb, hd] at hu
    exact Or.inr (Or.inr ⟨hb, hd, by linarith⟩)
  · rintro (ha | hc | ⟨hb, hd, hac⟩)
    · simp [ha]
    · simp [hc]
    · rw [hb, hd] at hu
      have h2 : 2 * R.re ^ 2 - 1 = 0 := by linarith
      exact ⟨by rw [hd, mul_zero], by rw [hb, mul_zero], by rw [h2, mul_zero]⟩
```

## A single tilted pulse

For the pulse defined above, 2ac = 2 sin(θ/2) cos(θ/2) sin φ = sin θ sin φ, and the real part becomes

1 − 8a²c² = 1 − 2(sin θ sin φ)².

Lean first checks that the pulse has norm 1, then inserts the double-angle formula `hθ` into the closed form.

```lean
/-- For a single pulse of flip angle `θ` and axis tilt `φ`, the supercycle has real part
`1 - 2 (sin θ sin φ)²`. -/
theorem supercycle_pulse (θ φ : ℝ) :
    (supercycle (pulse θ φ)).re = 1 - 2 * (Real.sin θ * Real.sin φ) ^ 2 := by
  have hn : ‖pulse θ φ‖ = 1 := by
    refine (sq_eq_sq₀ (norm_nonneg _) zero_le_one).1 ?_
    rw [norm_sq_components]
    simp only [pulse]
    linear_combination Real.sin (θ / 2) ^ 2 * Real.sin_sq_add_cos_sq φ
      + Real.sin_sq_add_cos_sq (θ / 2)
  have hθ : Real.sin θ = 2 * Real.sin (θ / 2) * Real.cos (θ / 2) := by
    rw [← Real.sin_two_mul]
    congr 1
    ring
  rw [supercycle_eq _ hn, hθ]
  simp only [pulse]
  ring

end

end DecouplingSupercycle
```

All of this holds at one fixed offset, with identical repetitions and an exact 180° phase shift. Coupling evolution during the cycle is not treated, nor is the change of the net rotation angle with offset, on which the remaining splitting depends.

```lean
#print axioms DecouplingSupercycle.supercycle_residual
#print axioms DecouplingSupercycle.plain_cycle_residual
#print axioms DecouplingSupercycle.supercycle_trivial_iff
#print axioms DecouplingSupercycle.supercycle_pulse
```

```
'DecouplingSupercycle.supercycle_residual' depends on axioms: [propext, Classical.choice, Quot.sound]
'DecouplingSupercycle.plain_cycle_residual' depends on axioms: [propext, Classical.choice, Quot.sound]
'DecouplingSupercycle.supercycle_trivial_iff' depends on axioms: [propext, Classical.choice, Quot.sound]
'DecouplingSupercycle.supercycle_pulse' depends on axioms: [propext, Classical.choice, Quot.sound]
```
